# The number of Majorana zero modes has the parity of the number of Majorana operators, for quadratic Hamiltonians

To count the zero modes of $n$ Majorana operators $\gamma_j$ coupled by a quadratic Hamiltonian, one must fix what a zero mode is: here it is an amplitude vector $x$ with $Ax=0$, where $A$ is the antisymmetric matrix of couplings, and the count is the number of linearly independent ones. For complex couplings, the condition $Ax=0$ is proved equivalent to the mode $\sum_j x_j\gamma_j$ commuting with the Hamiltonian.

```lean
import Mathlib

open Matrix Module

namespace MajoranaZeroModeParity

noncomputable section

variable {K V n : Type*} [Field K] [AddCommGroup V] [Module K V] [Fintype n]

/-- Majorana couplings: an antisymmetric matrix with zero diagonal. -/
def IsCoupling (A : Matrix n n K) : Prop := Aᵀ = -A ∧ ∀ i, A i i = 0

/-- The space of zero modes: amplitude vectors `x` with `A x = 0`. -/
def zeroModes (A : Matrix n n K) : Submodule K (n → K) := LinearMap.ker A.mulVecLin

/-- The form `B(x,y) - B(x,v) B(u,y) + B(x,u) B(v,y)`. For alternating `B` with `B(u,v) = 1`, this
is `B` with the part carried by the pair `u`, `v` subtracted. -/
def peel (B : V →ₗ[K] V →ₗ[K] K) (u v : V) : V →ₗ[K] V →ₗ[K] K :=
  B - (B.flip v).smulRight (B u) + (B.flip u).smulRight (B v)

/-- Decoupling a pair with `B(u,v) = 1` from an alternating form leaves an alternating form
and adds exactly two dimensions to the kernel. -/
theorem peel_pair [FiniteDimensional K V] (B : V →ₗ[K] V →ₗ[K] K) (hB : ∀ x, B x x = 0)
    (u v : V) (huv : B u v = 1) :
    (∀ x, peel B u v x x = 0) ∧
      finrank K (LinearMap.ker (peel B u v)) = finrank K (LinearMap.ker B) + 2 := by
  have skew : ∀ x y, B x y = -B y x := by
    intro x y
    have h := hB (x + y)
    simp only [map_add, LinearMap.add_apply, hB, zero_add, add_zero] at h
    linear_combination h
  have pa : ∀ x, peel B u v x = B x - B x v • B u + B x u • B v := fun _ => rfl
  have hvu : B v u = -1 := by rw [skew v u, huv]
  constructor
  · intro x
    rw [pa]
    simp only [LinearMap.add_apply, LinearMap.sub_apply, LinearMap.smul_apply, smul_eq_mul, hB]
    rw [skew u x, skew v x]
    ring
  -- both members of the pair are now in the kernel
  have hu : u ∈ LinearMap.ker (peel B u v) := by
    rw [LinearMap.mem_ker, pa, huv, hB u]; simp
  have hv : v ∈ LinearMap.ker (peel B u v) := by
    rw [LinearMap.mem_ker, pa, hB v, hvu]; module
  have hle : LinearMap.ker B ≤ LinearMap.ker (peel B u v) := by
    intro x hx
    rw [LinearMap.mem_ker] at hx ⊢
    rw [pa, hx]; simp
  -- the overlaps with `u` and `v` map the new kernel onto `K × K`, with the old kernel as kernel
  obtain ⟨φ, hφ⟩ : ∃ φ : LinearMap.ker (peel B u v) →ₗ[K] K × K,
      ∀ x, φ x = (B (x : V) u, B (x : V) v) :=
    ⟨((B.flip u).prod (B.flip v)) ∘ₗ (LinearMap.ker (peel B u v)).subtype, fun _ => rfl⟩
  have hs : Function.Surjective φ := by
    rintro ⟨a, b⟩
    refine ⟨⟨b • u - a • v, Submodule.sub_mem _ (Submodule.smul_mem _ b hu)
      (Submodule.smul_mem _ a hv)⟩, ?_⟩
    rw [hφ]
    simp [huv, hvu, hB]
  have hker : LinearMap.ker φ =
      (LinearMap.ker B).comap (LinearMap.ker (peel B u v)).subtype := by
    ext x
    constructor
    · intro h
      have h0 : (B (x : V) u, B (x : V) v) = (0 : K × K) := by
        rw [← hφ]; exact LinearMap.mem_ker.mp h
      have h1 : B (x : V) u = 0 := congrArg Prod.fst h0
      have h2 : B (x : V) v = 0 := congrArg Prod.snd h0
      have hx := LinearMap.mem_ker.mp x.2
      rw [pa, h1, h2] at hx
      rw [Submodule.mem_comap, LinearMap.mem_ker]
      simpa using hx
    · intro h
      have h' : B (x : V) = 0 := by simpa using h
      rw [LinearMap.mem_ker, hφ, h']; simp
  have e := (Submodule.comapSubtypeEquivOfLe hle).finrank_eq
  have r := LinearMap.finrank_range_add_finrank_ker φ
  rw [hker, e, LinearMap.range_eq_top.mpr hs, finrank_top, Module.finrank_prod,
    Module.finrank_self] at r
  omega

/-- The kernel of an alternating form on a finite-dimensional space has even codimension `d`. -/
theorem even_codim_ker [FiniteDimensional K V] (B : V →ₗ[K] V →ₗ[K] K)
    (hB : ∀ x, B x x = 0) (d : ℕ) (hd : finrank K V = finrank K (LinearMap.ker B) + d) :
    Even d := by
  induction d using Nat.strong_induction_on generalizing B with
  | _ d ih =>
    by_cases h : B = 0
    · rw [h, LinearMap.ker_zero, finrank_top] at hd
      have h0 : d = 0 := by omega
      simp [h0]
    · obtain ⟨u, w, hw⟩ : ∃ u w, B u w ≠ 0 := by
        by_contra hn
        push Not at hn
        exact h (LinearMap.ext₂ hn)
      have huv : B u ((B u w)⁻¹ • w) = 1 := by
        rw [map_smul, smul_eq_mul, inv_mul_cancel₀ hw]
      -- remove one coupled pair and use the induction hypothesis
      obtain ⟨halt, hp⟩ := peel_pair B hB u _ huv
      have hle := Submodule.finrank_le (LinearMap.ker (peel B u ((B u w)⁻¹ • w)))
      obtain ⟨k, hk⟩ := ih (d - 2) (by omega) _ halt (by omega)
      exact ⟨k + 1, by omega⟩

/-- The quadratic form `xᵀ A x` of a Majorana coupling matrix vanishes, over any field. -/
theorem coupling_self (A : Matrix n n K) (hA : IsCoupling A) (x : n → K) :
    x ⬝ᵥ A *ᵥ x = 0 := by
  have h : x ⬝ᵥ A *ᵥ x = ∑ p : n × n, x p.1 * (A p.1 p.2 * x p.2) := by
    simp [dotProduct, Matrix.mulVec, Finset.mul_sum, Fintype.sum_prod_type]
  rw [h]
  -- the entries `(i, j)` and `(j, i)` cancel
  refine Finset.sum_involution (fun p _ => p.swap) ?_ ?_ ?_ ?_
  · intro p _
    have h : A p.2 p.1 = -A p.1 p.2 := congrFun (congrFun hA.1 p.1) p.2
    simp only [Prod.fst_swap, Prod.snd_swap]
    rw [h]; ring
  · intro p _ hp he
    have h : p.2 = p.1 := congrArg Prod.fst he
    apply hp
    rw [h, hA.2]; simp
  · intro p _; simp
  · intro p _; simp

/-- An antisymmetric matrix with zero diagonal has even rank, over any field. -/
theorem even_rank (A : Matrix n n K) (hA : IsCoupling A) : Even A.rank := by
  classical
  obtain ⟨B, hB⟩ : ∃ B : (n → K) →ₗ[K] (n → K) →ₗ[K] K, ∀ x y, B x y = y ⬝ᵥ A *ᵥ x :=
    ⟨LinearMap.mk₂ K (fun x y => y ⬝ᵥ A *ᵥ x)
      (by intros; simp [Matrix.mulVec_add, dotProduct_add])
      (by intros; simp [Matrix.mulVec_smul, dotProduct_smul])
      (by intros; simp [add_dotProduct])
      (by intros; simp [smul_dotProduct]), fun _ _ => rfl⟩
  have hker : LinearMap.ker B = LinearMap.ker A.mulVecLin := by
    ext x
    rw [LinearMap.mem_ker, LinearMap.mem_ker, Matrix.mulVecLin_apply]
    constructor
    · intro h
      funext i
      have hi := hB x (Pi.single i 1)
      rw [h] at hi
      simpa using hi.symm
    · intro h
      refine LinearMap.ext fun y => ?_
      rw [hB, h]; simp
  have rn : A.rank + finrank K (LinearMap.ker A.mulVecLin) = finrank K (n → K) :=
    LinearMap.finrank_range_add_finrank_ker A.mulVecLin
  refine even_codim_ker B (fun x => ?_) A.rank ?_
  · rw [hB]; exact coupling_self A hA x
  · rw [hker]; omega

/-- The number of independent zero modes of `n` coupled Majorana operators is congruent to `n`
modulo 2. -/
theorem zeroModes_parity (A : Matrix n n K) (hA : IsCoupling A) :
    finrank K (zeroModes A) ≡ Fintype.card n [MOD 2] := by
  have rn : A.rank + finrank K (zeroModes A) = finrank K (n → K) :=
    LinearMap.finrank_range_add_finrank_ker A.mulVecLin
  rw [Module.finrank_fintype_fun_eq_card] at rn
  obtain ⟨k, hk⟩ := even_rank A hA
  unfold Nat.ModEq
  omega

/-- Any change of the Majorana couplings from `A` to `A'` keeps the parity of the number of
independent zero modes. -/
theorem zeroModes_parity_invariant (A A' : Matrix n n K) (hA : IsCoupling A)
    (hA' : IsCoupling A') : finrank K (zeroModes A) ≡ finrank K (zeroModes A') [MOD 2] :=
  (zeroModes_parity A hA).trans (zeroModes_parity A' hA').symm

/-- Over the field with two elements, the 1×1 identity matrix satisfies `Aᵀ = -A` and has
odd rank. -/
theorem zero_diagonal_needed :
    (1 : Matrix (Fin 1) (Fin 1) (ZMod 2))ᵀ = -1 ∧
      ¬ Even (1 : Matrix (Fin 1) (Fin 1) (ZMod 2)).rank := by
  constructor
  · decide
  · rw [Matrix.rank_one]; simp

variable {R : Type*} [Ring R] [Algebra ℂ R] [DecidableEq n]

/-- Majorana operators: `γ_j γ_k + γ_k γ_j = 2 δ_jk`. -/
def IsMajorana (γ : n → R) : Prop :=
  ∀ j k, γ j * γ k + γ k * γ j = if j = k then 2 else 0

omit [DecidableEq n] in
/-- The mode `Γ(x) = ∑ x_j γ_j` with amplitudes `x`. -/
def mode (γ : n → R) (x : n → ℂ) : R := ∑ j, x j • γ j

/-- The quadratic Hamiltonian `H = (i/4) ∑ A_jk γ_j γ_k`. -/
def hamiltonian (A : Matrix n n ℂ) (γ : n → R) : R :=
  (Complex.I / 4) • ∑ j, ∑ k, A j k • (γ j * γ k)

/-- For antisymmetric couplings and Majorana operators, the commutator of `H` with a mode is
`[H, Γ(x)] = i Γ(A x)`. -/
theorem commutator_mode (A : Matrix n n ℂ) (hA : Aᵀ = -A) (γ : n → R) (hγ : IsMajorana γ)
    (x : n → ℂ) : hamiltonian A γ * mode γ x - mode γ x * hamiltonian A γ =
      Complex.I • mode γ (A *ᵥ x) := by
  obtain ⟨S, hS⟩ : ∃ S : R, S = ∑ j, ∑ k, A j k • (γ j * γ k) := ⟨_, rfl⟩
  -- commutator with a single Majorana operator
  have key : ∀ l, S * γ l - γ l * S = (4 : ℂ) • ∑ j, A j l • γ j := by
    intro l
    have h1 : S * γ l - γ l * S = ∑ j, ∑ k, (A j k • (γ j * (if k = l then 2 else 0)) -
        A j k • ((if j = l then 2 else 0) * γ k)) := by
      rw [hS]
      simp only [Finset.sum_mul, Finset.mul_sum, ← Finset.sum_sub_distrib, smul_mul_assoc,
        mul_smul_comm]
      refine Finset.sum_congr rfl fun j _ => Finset.sum_congr rfl fun k _ => ?_
      rw [← hγ k l, ← hγ j l, ← smul_sub, ← smul_sub]
      congr 1
      noncomm_ring
    have h2 : ∑ j, ∑ k, A j k • (γ j * (if k = l then 2 else 0)) =
        ∑ j, A j l • (γ j * 2) := by
      simp only [mul_ite, mul_zero, smul_ite, smul_zero, Finset.sum_ite_eq', Finset.mem_univ,
        if_true]
    have h3 : ∑ j, ∑ k, A j k • ((if j = l then 2 else 0) * γ k) =
        ∑ k, A l k • (2 * γ k) := by
      rw [Finset.sum_comm]
      simp only [ite_mul, zero_mul, smul_ite, smul_zero, Finset.sum_ite_eq', Finset.mem_univ,
        if_true]
    rw [h1]
    simp only [Finset.sum_sub_distrib]
    rw [h2, h3, ← Finset.sum_sub_distrib, Finset.smul_sum]
    refine Finset.sum_congr rfl fun j _ => ?_
    have h : A l j = -A j l := congrFun (congrFun hA j) l
    rw [h, mul_two, two_mul]
    module
  unfold hamiltonian mode
  rw [← hS, Finset.mul_sum, Finset.sum_mul, ← Finset.sum_sub_distrib]
  have e : ∀ l, ((Complex.I / 4) • S) * (x l • γ l) - (x l • γ l) * ((Complex.I / 4) • S) =
      (Complex.I / 4 * x l) • (S * γ l - γ l * S) := by
    intro l
    simp only [smul_mul_assoc, mul_smul_comm]
    module
  simp only [e, key, Matrix.mulVec, dotProduct, Finset.sum_smul, Finset.smul_sum]
  rw [Finset.sum_comm]
  refine Finset.sum_congr rfl fun j _ => Finset.sum_congr rfl fun l _ => ?_
  module

/-- For antisymmetric couplings and Majorana operators in a nonzero algebra, a mode commutes
with the Hamiltonian exactly when its amplitudes satisfy `A x = 0`. -/
theorem commutes_iff_zeroMode [Nontrivial R] (A : Matrix n n ℂ) (hA : Aᵀ = -A) (γ : n → R)
    (hγ : IsMajorana γ) (x : n → ℂ) :
    hamiltonian A γ * mode γ x = mode γ x * hamiltonian A γ ↔ x ∈ zeroModes A := by
  rw [← sub_eq_zero, commutator_mode A hA γ hγ, zeroModes, LinearMap.mem_ker,
    Matrix.mulVecLin_apply]
  constructor
  · intro h
    have h0 : mode γ (A *ᵥ x) = 0 := (smul_eq_zero.mp h).resolve_left Complex.I_ne_zero
    funext l
    -- the anticommutator with `γ_l` reads off the amplitude `l`
    have h1 : mode γ (A *ᵥ x) * γ l + γ l * mode γ (A *ᵥ x) = (A *ᵥ x) l • (2 : R) := by
      unfold mode
      simp only [Finset.sum_mul, Finset.mul_sum, smul_mul_assoc, mul_smul_comm,
        ← Finset.sum_add_distrib, ← smul_add, hγ _ l, smul_ite, smul_zero,
        Finset.sum_ite_eq', Finset.mem_univ, if_true]
    have h2 : (2 : R) = (2 : ℂ) • (1 : R) := by rw [two_smul, one_add_one_eq_two]
    rw [h0, zero_mul, mul_zero, add_zero, h2, smul_smul] at h1
    have h3 := (smul_eq_zero.mp h1.symm).resolve_right one_ne_zero
    simpa using h3
  · intro h
    rw [h]
    simp [mode]

/-- The Pauli matrices `σ_x` and `σ_y` are a pair of Majorana operators. -/
theorem isMajorana_witness :
    IsMajorana ![(!![0, 1; 1, 0] : Matrix (Fin 2) (Fin 2) ℂ),
      !![0, -Complex.I; Complex.I, 0]] := by
  have two : (2 : Matrix (Fin 2) (Fin 2) ℂ) = !![2, 0; 0, 2] := by
    have h : (2 : Matrix (Fin 2) (Fin 2) ℂ) = 1 + 1 := one_add_one_eq_two.symm
    rw [h, Matrix.one_fin_two]
    ext a b
    fin_cases a <;> fin_cases b <;> simp <;> norm_num
  intro j k
  rw [two]
  fin_cases j <;> fin_cases k <;> ext a b <;> fin_cases a <;> fin_cases b <;>
    simp <;> norm_num

end

end MajoranaZeroModeParity
```

```lean
#print axioms MajoranaZeroModeParity.zeroModes_parity_invariant
-- 'MajoranaZeroModeParity.zeroModes_parity_invariant' depends on axioms: [propext, Classical.choice, Quot.sound]
#print axioms MajoranaZeroModeParity.zero_diagonal_needed
-- 'MajoranaZeroModeParity.zero_diagonal_needed' depends on axioms: [propext, Classical.choice, Quot.sound]
#print axioms MajoranaZeroModeParity.commutes_iff_zeroMode
-- 'MajoranaZeroModeParity.commutes_iff_zeroMode' depends on axioms: [propext, Classical.choice, Quot.sound]
```

## From the commutator to the kernel

The operators obey $\gamma_j\gamma_k+\gamma_k\gamma_j=2\delta_{jk}$, so $\gamma_j^2=1$. Write $H=\frac i4\sum_{jk}A_{jk}\gamma_j\gamma_k$ and $\Gamma(x)=\sum_j x_j\gamma_j$. Then

$$[\gamma_j\gamma_k,\gamma_l]=\gamma_j\{\gamma_k,\gamma_l\}-\{\gamma_j,\gamma_l\}\gamma_k=2\delta_{kl}\gamma_j-2\delta_{jl}\gamma_k .$$

Summing with $A_{lj}=-A_{jl}$ gives $[H,\gamma_l]=i\sum_j A_{jl}\gamma_j$, hence $[H,\Gamma(x)]=i\,\Gamma(Ax)$. This is `commutator_mode`.

If $\Gamma(y)=0$, its anticommutator with $\gamma_l$ gives $2y_l=0$, so $y=0$ in a nonzero algebra. With $y=Ax$ this yields `commutes_iff_zeroMode`. The Pauli matrices $\sigma_x,\sigma_y$ provide a concrete pair of such operators.

## What is proved about the count

In Lean, `n` is the finite index type, and the number $n$ is `Fintype.card n`. `IsCoupling A` means $A^T=-A$ with zero diagonal, over any field $K$. `even_rank` says that such a matrix has even rank, and `zeroModes_parity` that $\dim\ker A\equiv n \pmod 2$. `zeroModes_parity_invariant` compares any two coupling matrices on the same operators, with no path between them required. The number of zero modes may change, but only by an even amount.

Over $\mathbb C$ antisymmetry already makes the diagonal vanish. Over the field with two elements it does not: the $1\times1$ identity satisfies $A^T=-A$ and has rank one, so antisymmetry alone does not force even rank over every field.

The parity here belongs to a count of modes; it is not the fermion parity of a state. `IsMajorana` does not ask for $\gamma_j^\dagger=\gamma_j$, and $A$ need not be real, as it would be for a Hermitian $H$ built from self-adjoint operators. The quadratic form of $H$ is taken as given; for a real superconductor it comes from a mean-field approximation, which is not examined here. In a finite mean-field calculation, $N$ spin orbitals give $2N$ Majorana operators, so exact zero modes come in even number.

## Removing one coupled pair at a time

Set $B(x,y)=y^TAx$. In $B(x,x)=\sum_{ij}x_iA_{ij}x_j$ the terms $(i,j)$ and $(j,i)$ cancel and the diagonal terms are zero, so $B(x,x)=0$. `coupling_self` does this with `Finset.sum_involution`, without dividing by 2. Expanding $B(x+y,x+y)=0$ gives $B(x,y)=-B(y,x)$.

If $B\neq0$, pick $u,w$ with $B(u,w)\ne0$ and set $v=w/B(u,w)$, so $B(u,v)=1$. The definition `peel` subtracts the part carried by this pair:

$$B'(x,y)=B(x,y)-B(x,v)B(u,y)+B(x,u)B(v,y).$$

By antisymmetry the last two terms cancel at $y=x$, so $B'(x,x)=0$. Substitution gives $B'(u,\cdot)=B'(v,\cdot)=0$, and $\ker B\subseteq\ker B'$.

`peel_pair` then counts dimensions with the map $\varphi(x)=(B(x,u),B(x,v))$ from $\ker B'$ to $K^2$. It is onto, since $\varphi(bu-av)=(a,b)$. If $\varphi(x)=0$, then $B(x,\cdot)=B'(x,\cdot)=0$, so its kernel is $\ker B$. Rank-nullity gives $\dim\ker B'=\dim\ker B+2$.

Each removal therefore lowers the codimension of the kernel by two, until the form is zero and the codimension is $0$. The codimension was even. Since $\ker B=\ker A$, it equals the rank of $A$, and $n=\operatorname{rank}A+\dim\ker A$ gives the parity of the count.

## Induction with the form left free

`even_codim_ker` uses strong induction on the codimension `d` with the clause `generalizing B`. The induction hypothesis then holds for every alternating form on $V$ of smaller codimension, not just for the original one, and can be applied to $B'$. Because `peel` changes the form and leaves the space $V$ alone, no complement or change of basis is needed. The bound $\dim\ker B'\le\dim V$ supplies $d\ge2$, which makes `d - 2` a genuine subtraction of natural numbers.
